# The potential of a Gaussian charge with a reduced exponent, and its finite limit at the centre

The electrostatic potential is defined here by adding up spherical shells. For a radial charge density $\rho$ and a distance $R>0$ from its centre, it is

$$V_\rho(R)=\frac1R\int_0^R 4\pi r^2\rho(r)\,dr+\int_R^\infty 4\pi r\,\rho(r)\,dr .$$

The charge inside radius $R$ acts as if it sat at the centre, and each outer shell contributes its charge divided by its own radius. This builds the shell theorem for Coulomb's law into the definition; it is not derived from a Coulomb integral or from Poisson's equation. Units are such that a point charge $Q$ has potential $Q/R$, as in atomic units.

```lean
import Mathlib

open MeasureTheory Filter
open scoped Real Topology

namespace GaussianShellPotential

noncomputable section
```

The error function is defined by its integral, $\operatorname{erf}(x)=\frac{2}{\sqrt\pi}\int_0^x e^{-t^2}dt$.

```lean
/-- The error function, defined by its integral. -/
def erf (x : ℝ) : ℝ := 2 / √π * ∫ t in (0 : ℝ)..x, Real.exp (-t ^ 2)
```

Two Gaussians with exponents $p$ and $q$ have the reduced exponent $\mu=pq/(p+q)$, written `redExp p q`.

```lean
/-- The reduced exponent `pq/(p+q)` of two Gaussians, for `p + q ≠ 0`. -/
def redExp (p q : ℝ) : ℝ := p * q / (p + q)
```

The charge density with exponent $a>0$ is $\rho_a(r)=(a/\pi)^{3/2}e^{-ar^2}$. The prefactor is the one that gives total charge 1, which differs from the normalisation of an orbital, where the square integrates to 1.

```lean
/-- The spherical Gaussian charge density with exponent `a > 0` at distance `r` from its centre. -/
def density (a r : ℝ) : ℝ := (a / π) ^ (3 / 2 : ℝ) * Real.exp (-a * r ^ 2)
```

Points in space are triples `Fin 3 → ℝ` with components $v_0,v_1,v_2$. Mathlib's built-in norm on this type is the largest of the absolute values $|v_i|$, so the Euclidean length $|v|$ is defined separately as `radius`.

```lean
/-- The Euclidean length of a vector in space. -/
def radius (v : Fin 3 → ℝ) : ℝ := √(∑ i, v i ^ 2)
```

The last definition is $V_\rho(R)$, for any function `ρ` of the distance.

```lean
/-- The electrostatic potential at distance `R > 0` from the centre of a radial charge density:
the enclosed charge divided by `R`, plus the contribution of the outer shells. -/
def shellPotential (ρ : ℝ → ℝ) (R : ℝ) : ℝ :=
  1 / R * (∫ r in (0 : ℝ)..R, 4 * π * r ^ 2 * ρ r) + ∫ r in Set.Ioi R, 4 * π * r * ρ r
```

## (a) Sign of the reduced exponent

**Task.** For $p,q>0$, show that $\mu>0$.

**Solution.** Both $pq$ and $p+q$ are positive, and so is their quotient.

```lean
private lemma redExp_pos {p q : ℝ} (hp : 0 < p) (hq : 0 < q) : 0 < redExp p q := by
  unfold redExp
  positivity
```

## (b) The prefactor as a cube

**Task.** Write $s_a=\sqrt{a/\pi}$. For $a>0$, show that
$$\rho_a(r)=s_a^3\,e^{-ar^2}.$$

**Solution.** Since $a/\pi$ is positive, $(a/\pi)^{3/2}=\big((a/\pi)^{1/2}\big)^3=s_a^3$. The code likewise writes the root as a power and multiplies the exponents.

```lean
private lemma density_eq {a : ℝ} (ha : 0 < a) (r : ℝ) :
    density a r = √(a / π) ^ 3 * Real.exp (-a * r ^ 2) := by
  have h : (a / π) ^ (3 / 2 : ℝ) = √(a / π) ^ 3 := by
    rw [Real.sqrt_eq_rpow, ← Real.rpow_natCast, ← Real.rpow_mul (by positivity)]
    norm_num
  rw [density, h]
```

## (c) Removing $\pi$

**Task.** For $a>0$, show that $s_a^2\,\pi=a$.

**Solution.** $s_a^2=a/\pi$; multiply by $\pi$.

```lean
private lemma sqrt_sq_mul_pi {a : ℝ} (ha : 0 < a) : √(a / π) ^ 2 * π = a := by
  rw [Real.sq_sqrt (by positivity)]
  exact div_mul_cancel₀ a Real.pi_ne_zero
```

## (d) Slope of a Gaussian

**Task.** For real $a$ and $r$, show that
$$\frac{d}{dr}e^{-ar^2}=-2ar\,e^{-ar^2}.$$

**Solution.** The exponent has derivative $-2ar$, and the chain rule gives the result. `HasDerivAt` states that the derivative exists and has this value.

```lean
private lemma hasDerivAt_gauss (a r : ℝ) :
    HasDerivAt (fun x : ℝ => Real.exp (-a * x ^ 2)) (-2 * a * r * Real.exp (-a * r ^ 2)) r := by
  have h2 : HasDerivAt (fun x : ℝ => x ^ 2) (2 * r) r := by
    simpa using hasDerivAt_pow 2 r
  exact (h2.const_mul (-a)).exp.congr_deriv (by ring)
```

## (e) Slope of the scaled error function

**Task.** For $a>0$, show that
$$\frac{d}{dr}\operatorname{erf}(\sqrt a\,r)=2s_a\,e^{-ar^2}.$$

**Solution.** By the fundamental theorem of calculus, $\operatorname{erf}'(x)=\frac{2}{\sqrt\pi}e^{-x^2}$; this is `he`. The chain rule at $x=\sqrt a\,r$ supplies a factor $\sqrt a$, and $\sqrt a/\sqrt\pi=s_a$.

```lean
private lemma hasDerivAt_erf_scaled {a : ℝ} (ha : 0 < a) (r : ℝ) :
    HasDerivAt (fun x : ℝ => erf (√a * x)) (2 * √(a / π) * Real.exp (-a * r ^ 2)) r := by
  have hc : Continuous (fun t : ℝ => Real.exp (-t ^ 2)) := by fun_prop
  have he : HasDerivAt erf (2 / √π * Real.exp (-(√a * r) ^ 2)) (√a * r) :=
    (hc.integral_hasStrictDerivAt 0 (√a * r)).hasDerivAt.const_mul (2 / √π)
  have hl : HasDerivAt (fun x : ℝ => √a * x) (√a) r := by
    simpa using (hasDerivAt_id' r).const_mul (√a)
  have hs : -(√a * r) ^ 2 = -a * r ^ 2 := by
    rw [mul_pow, Real.sq_sqrt ha.le]
    ring
  refine (he.comp r hl).congr_deriv ?_
  rw [hs, Real.sqrt_div ha.le]
  ring
```

## (f) The product of two Gaussians on a line

**Task.** For $p+q\neq0$ and $P=(pA+qB)/(p+q)$, show that
$$e^{-p(x-A)^2}e^{-q(x-B)^2}=e^{-\mu(A-B)^2}\,e^{-(p+q)(x-P)^2}.$$

**Solution.** Complete the square:
$$p(x-A)^2+q(x-B)^2=(p+q)(x-P)^2+pA^2+qB^2-\frac{(pA+qB)^2}{p+q}.$$
Over the common denominator, the terms without $x$ are
$$\frac{(p+q)(pA^2+qB^2)-(pA+qB)^2}{p+q}=\frac{pq(A^2-2AB+B^2)}{p+q}=\mu(A-B)^2 .$$
Change the sign and exponentiate. In the code, `congr 1` reduces the claim to the exponents, and `field_simp` and `ring` do the algebra.

```lean
/-- Gaussian product theorem on a line: for `p + q ≠ 0`, the product of Gaussians centred at `A` and
`B` is one Gaussian at the weighted centre, times a factor set by the reduced exponent and the
separation of `A` and `B`. -/
theorem gaussian_product {p q : ℝ} (h : p + q ≠ 0) (A B x : ℝ) :
    Real.exp (-p * (x - A) ^ 2) * Real.exp (-q * (x - B) ^ 2) =
      Real.exp (-redExp p q * (A - B) ^ 2) *
        Real.exp (-(p + q) * (x - (p * A + q * B) / (p + q)) ^ 2) := by
  rw [← Real.exp_add, ← Real.exp_add]
  congr 1
  unfold redExp
  field_simp
  ring
```

## (g) Overlap on a line

**Task.** For $p,q>0$, show that
$$\int_{-\infty}^{\infty}s_pe^{-p(x-A)^2}\,s_qe^{-q(x-B)^2}\,dx=s_\mu\,e^{-\mu(A-B)^2}.$$

**Solution.** By (f), the integrand is $s_ps_q\,e^{-\mu(A-B)^2}$ times a Gaussian centred at $P$. Shifting that Gaussian to the origin leaves $\int e^{-(p+q)x^2}dx=\sqrt{\pi/(p+q)}$. The constants combine to
$$s_ps_q\sqrt{\frac{\pi}{p+q}}=\sqrt{\frac{pq}{\pi(p+q)}}=s_\mu .$$
These steps are `hf`, `integral_sub_right_eq_self` with `integral_gaussian`, and `hc`.

```lean
/-- For `p, q > 0`, the overlap integral of two Gaussians on a line with exponents `p` and `q`, each
normalised to have integral 1, is the Gaussian of integral 1 given by the reduced exponent,
evaluated at the separation of the centres. -/
theorem overlap_line {p q : ℝ} (hp : 0 < p) (hq : 0 < q) (A B : ℝ) :
    ∫ x : ℝ, (√(p / π) * Real.exp (-p * (x - A) ^ 2)) *
        (√(q / π) * Real.exp (-q * (x - B) ^ 2)) =
      √(redExp p q / π) * Real.exp (-redExp p q * (A - B) ^ 2) := by
  have hpq : p + q ≠ 0 := by positivity
  have hf : ∀ x : ℝ, (√(p / π) * Real.exp (-p * (x - A) ^ 2)) *
      (√(q / π) * Real.exp (-q * (x - B) ^ 2)) =
      (√(p / π) * √(q / π) * Real.exp (-redExp p q * (A - B) ^ 2)) *
        Real.exp (-(p + q) * (x - (p * A + q * B) / (p + q)) ^ 2) := by
    intro x
    linear_combination (√(p / π) * √(q / π)) * gaussian_product hpq A B x
  -- the constants combine to the prefactor with the reduced exponent
  have hc : √(p / π) * √(q / π) * √(π / (p + q)) = √(redExp p q / π) := by
    rw [← Real.sqrt_mul (by positivity), ← Real.sqrt_mul (by positivity)]
    congr 1
    unfold redExp
    field_simp
  simp_rw [hf]
  rw [integral_const_mul,
    integral_sub_right_eq_self (fun x : ℝ => Real.exp (-(p + q) * x ^ 2)), integral_gaussian]
  linear_combination Real.exp (-redExp p q * (A - B) ^ 2) * hc
```

## (h) Factoring over the axes

**Task.** For $a>0$ and a vector $v$, show that
$$\rho_a(|v|)=\prod_{i=0}^{2}s_a\,e^{-av_i^2}.$$

**Solution.** Insert $|v|^2=v_0^2+v_1^2+v_2^2$ into (b). The exponential splits into three factors, and each takes one $s_a$.

```lean
private lemma density_radius {a : ℝ} (ha : 0 < a) (v : Fin 3 → ℝ) :
    density a (radius v) = ∏ i, √(a / π) * Real.exp (-a * v i ^ 2) := by
  rw [density_eq ha, radius, Real.sq_sqrt (by positivity), Fin.prod_univ_three,
    Fin.sum_univ_three, mul_add, mul_add, Real.exp_add, Real.exp_add]
  ring
```

## (i) Overlap in space

**Task.** For $p,q>0$ and centres $A,B$ in space, show that
$$\int_{\mathbb R^3}\rho_p(|x-A|)\,\rho_q(|x-B|)\,d^3x=\rho_\mu(|A-B|).$$

**Solution.** By (h), the integrand is a product of one function for each coordinate, so the integral is a product of three line integrals. By (g), these are $s_\mu e^{-\mu(A_i-B_i)^2}$, and (h) read backwards reassembles $\rho_\mu$. The factorisation is `integral_fintype_prod_volume_eq_prod`.

```lean
/-- For `p, q > 0`, the overlap integral in space of two Gaussian charge densities centred at `A`
and `B` is the Gaussian density with the reduced exponent at the distance between `A` and `B`. -/
theorem overlap_space {p q : ℝ} (hp : 0 < p) (hq : 0 < q) (A B : Fin 3 → ℝ) :
    ∫ x : Fin 3 → ℝ, density p (radius (x - A)) * density q (radius (x - B)) =
      density (redExp p q) (radius (A - B)) := by
  simp only [density_radius hp, density_radius hq, density_radius (redExp_pos hp hq),
    ← Finset.prod_mul_distrib, Pi.sub_apply]
  -- the integral factors over the three Cartesian axes
  rw [integral_fintype_prod_volume_eq_prod (fun (i : Fin 3) (t : ℝ) =>
    (√(p / π) * Real.exp (-p * (t - A i) ^ 2)) * (√(q / π) * Real.exp (-q * (t - B i) ^ 2)))]
  exact Finset.prod_congr rfl fun i _ => overlap_line hp hq (A i) (B i)
```

## (j) Charge inside a sphere

**Task.** For $a>0$, show that
$$\int_0^R4\pi r^2\rho_a(r)\,dr=\operatorname{erf}(\sqrt a\,R)-2s_aR\,e^{-aR^2}.$$

**Solution.** Replace $R$ by $r$ on the right and differentiate, using (d) and (e):
$$2s_ae^{-ar^2}-2s_a\big(1-2ar^2\big)e^{-ar^2}=4as_ar^2e^{-ar^2}.$$
By (b) and (c), $4\pi r^2\rho_a=4r^2s_a(\pi s_a^2)e^{-ar^2}$ is the same function. The antiderivative vanishes at $r=0$. In the code, `hF` is the derivative. The identity holds for every real $R$, and $R\ge0$ is the physical case.

```lean
/-- The charge of a Gaussian density with exponent `a > 0` inside a sphere of radius `R ≥ 0`. -/
theorem enclosed_charge {a : ℝ} (ha : 0 < a) (R : ℝ) :
    ∫ r in (0 : ℝ)..R, 4 * π * r ^ 2 * density a r =
      erf (√a * R) - 2 * √(a / π) * (R * Real.exp (-a * R ^ 2)) := by
  have hF : ∀ r : ℝ, HasDerivAt
      (fun x : ℝ => erf (√a * x) - 2 * √(a / π) * (x * Real.exp (-a * x ^ 2)))
      (4 * π * r ^ 2 * density a r) r := by
    intro r
    have h2 := ((hasDerivAt_id' r).fun_mul (hasDerivAt_gauss a r)).const_mul (2 * √(a / π))
    refine ((hasDerivAt_erf_scaled ha r).fun_sub h2).congr_deriv ?_
    rw [density_eq ha]
    linear_combination
      (-4 * √(a / π) * r ^ 2 * Real.exp (-a * r ^ 2)) * sqrt_sq_mul_pi ha
  have hc : Continuous (fun r : ℝ => 4 * π * r ^ 2 * density a r) := by
    unfold density
    fun_prop
  rw [intervalIntegral.integral_eq_sub_of_hasDerivAt (fun r _ => hF r)
    (hc.intervalIntegrable _ _)]
  simp [erf]
```

## (k) Potential of the outer shells

**Task.** For $a>0$, show that
$$\int_R^\infty4\pi r\,\rho_a(r)\,dr=2s_a\,e^{-aR^2}.$$

**Solution.** By (d), the function $-2s_ae^{-ar^2}$ has derivative $4as_are^{-ar^2}$, which equals $4\pi r\rho_a(r)$ by (b) and (c). It tends to 0 at infinity, so the integral is minus its value at $R$. The code also shows that the integrand is integrable (`hi`) and proves the limit at infinity (`ht`).

```lean
/-- The potential that the shells beyond radius `R ≥ 0` of a Gaussian density with exponent
`a > 0` produce inside them. -/
theorem outer_shells {a : ℝ} (ha : 0 < a) (R : ℝ) :
    ∫ r in Set.Ioi R, 4 * π * r * density a r = 2 * √(a / π) * Real.exp (-a * R ^ 2) := by
  have hG : ∀ r : ℝ, HasDerivAt (fun x : ℝ => -2 * √(a / π) * Real.exp (-a * x ^ 2))
      (4 * π * r * density a r) r := by
    intro r
    refine ((hasDerivAt_gauss a r).const_mul (-2 * √(a / π))).congr_deriv ?_
    rw [density_eq ha]
    linear_combination (-4 * √(a / π) * r * Real.exp (-a * r ^ 2)) * sqrt_sq_mul_pi ha
  have hi : Integrable (fun r : ℝ => 4 * π * r * density a r) := by
    have h : (fun r : ℝ => 4 * π * r * density a r) =
        fun r => (4 * π * √(a / π) ^ 3) * (r * Real.exp (-a * r ^ 2)) := by
      funext r
      rw [density_eq ha]
      ring
    rw [h]
    exact (integrable_mul_exp_neg_mul_sq ha).const_mul _
  -- the antiderivative vanishes at infinity
  have ht : Tendsto (fun x : ℝ => -2 * √(a / π) * Real.exp (-a * x ^ 2)) atTop
      (𝓝 (-2 * √(a / π) * 0)) :=
    (Real.tendsto_exp_atBot.comp ((tendsto_pow_atTop two_ne_zero).const_mul_atTop_of_neg
      (neg_lt_zero.2 ha))).const_mul _
  rw [integral_Ioi_of_hasDerivAt_of_tendsto' (fun r _ => hG r) hi.integrableOn ht]
  ring
```

## (l) The full potential

**Task.** For $p,q,R>0$, show that
$$V_{\rho_\mu}(R)=\frac{\operatorname{erf}(\sqrt\mu\,R)}{R}.$$

**Solution.** By (a), $\mu>0$, so (j) and (k) apply with $a=\mu$:
$$V_{\rho_\mu}(R)=\frac1R\Big(\operatorname{erf}(\sqrt\mu R)-2s_\mu R\,e^{-\mu R^2}\Big)+2s_\mu e^{-\mu R^2}.$$
The exponential terms cancel. `linear_combination` performs this cancellation from `h1`, which says $\frac1R\cdot R=1$.

```lean
/-- For `p, q > 0`, the Gaussian charge density with the reduced exponent `μ = pq/(p+q)` has the
potential `erf(√μ R)/R` at every distance `R > 0`. -/
theorem shellPotential_eq_erf {p q R : ℝ} (hp : 0 < p) (hq : 0 < q) (hR : 0 < R) :
    shellPotential (density (redExp p q)) R = erf (√(redExp p q) * R) / R := by
  have hμ := redExp_pos hp hq
  have h1 : 1 / R * R = 1 := one_div_mul_cancel hR.ne'
  rw [shellPotential, enclosed_charge hμ, outer_shells hμ]
  -- the exponential terms of the inner and outer parts cancel
  linear_combination
    (-(2 * √(redExp p q / π) * Real.exp (-redExp p q * R ^ 2))) * h1
```

## (m) The limit at the centre

**Task.** For $p,q>0$, show that
$$\lim_{R\downarrow0}V_{\rho_\mu}(R)=2\sqrt{\mu/\pi}.$$

**Solution.** Since $\operatorname{erf}(0)=0$, part (l) gives, for $R>0$,
$$V_{\rho_\mu}(R)=\frac{\operatorname{erf}(\sqrt\mu R)-\operatorname{erf}(0)}{R}.$$
This is a difference quotient, whose limit is the derivative at 0, and by (e) that is $2s_\mu$. In Lean, `𝓝[>] 0` expresses the approach from above, and `tendsto_slope_zero_right` turns the derivative into the limit.

The limit is also the potential at the centre itself, where only the outer shells contribute, but the quotient in (l) does not give it there. Take $p=q=1$ and $R=0$: the outer shells still give $\sqrt{2/\pi}$ on the left, while Lean evaluates $0/0$ on the right as 0. The formula therefore needs $R\neq0$.

```lean
/-- For `p, q > 0`, the potential of the Gaussian charge density with the reduced exponent `μ`
tends to the finite value `2√(μ/π)` as the distance decreases to zero. -/
theorem shellPotential_tendsto_centre {p q : ℝ} (hp : 0 < p) (hq : 0 < q) :
    Tendsto (shellPotential (density (redExp p q))) (𝓝[>] 0)
      (𝓝 (2 * √(redExp p q / π))) := by
  -- the limit is the slope of the scaled error function `erf(√μ x)` at the origin
  have h : HasDerivAt (fun x : ℝ => erf (√(redExp p q) * x)) (2 * √(redExp p q / π)) 0 :=
    (hasDerivAt_erf_scaled (redExp_pos hp hq) 0).congr_deriv (by simp)
  have h0 : erf 0 = 0 := by simp [erf]
  refine h.tendsto_slope_zero_right.congr' ?_
  filter_upwards [self_mem_nhdsWithin] with R hR
  rw [shellPotential_eq_erf hp hq hR]
  simp only [zero_add, mul_zero, h0, sub_zero, smul_eq_mul]
  ring

end

end GaussianShellPotential
```

```lean
#print axioms GaussianShellPotential.overlap_space
#print axioms GaussianShellPotential.shellPotential_tendsto_centre
```

```
'GaussianShellPotential.overlap_space' depends on axioms: [propext, Classical.choice, Quot.sound]
'GaussianShellPotential.shellPotential_tendsto_centre' depends on axioms: [propext, Classical.choice, Quot.sound]
```

## Repulsion between s-type Gaussians

As a function of $A-B$, the overlap in (i) is the convolution of the two charges. Its potential at distance $R=|A-B|$ is therefore the Coulomb interaction energy between two unit Gaussian charges with exponents $p$ and $q$, without their self-energies. That identification is an argument by hand, added here to the formal results.

In electronic structure, it gives the electron repulsion integral for the special case of four s-type Gaussians. The product theorem merges the two functions of each electron into one Gaussian, with total exponents $p$ and $q$. The integral is then the product of the two merged charges times $\operatorname{erf}(\sqrt\mu R)/R$, where $R$ is the distance between the merged centres. If all four functions sit on one atom, then $R=0$ and the last factor is replaced by $2\sqrt{\mu/\pi}$.
